# First-order secular equations at a degenerate level of a complex matrix

## The level and its two kernels

Let $H_0$ be the matrix of an unperturbed Hamiltonian, $V$ that of a perturbation, and $E_0$ a number. Both matrices are complex, square and of the same finite size; neither has to be Hermitian, and $H_0$ need not be diagonalisable.

The right kernel of $H_0-E_0$ is the space of columns $\psi$ with $H_0\psi=E_0\psi$, that is, the level $E_0$. The left kernel is the space of rows $w$ with $w(H_0-E_0)=0$. Let $r_j$ be a basis of the right kernel and $l_i$ a basis of the left kernel.

The product of a row and a column is $w\cdot b=\sum_k w_k b_k$, without complex conjugation. If a left eigenvector is written as a bra $\langle l|$, then $l$ here stands for the components of the bra itself.

## Which states admit a first-order correction

For $H_0+\lambda V$ one tries $\psi=\psi_0+\lambda\psi_1+\dots$ and $E=E_0+\lambda E_1+\dots$. The orders $\lambda^0$ and $\lambda^1$ give

$$H_0\psi_0=E_0\psi_0,\qquad H_0\psi_1+V\psi_0=E_0\psi_1+E_1\psi_0 .$$

We say that $\psi_0$ admits a first-order correction with energy $E_1$ if the first equation holds and some $\psi_1$ solves the second. In a degenerate level, most choices of $\psi_0$ may fail. The criterion is that $\psi_0=\sum_j c_j r_j$ admits such a correction if and only if

$$\sum_j\left(l_i\cdot Vr_j-E_1\,l_i\cdot r_j\right)c_j=0\quad\text{for every } i .$$

If $H_0$ is diagonalisable, the values of $E_1$ allowed for nonzero $\psi_0$ give the first-order splitting of an exactly degenerate level. This covers some non-Hermitian matrices, such as a Hermitian matrix after a similarity transformation. If $H_0$ is not diagonalisable, the criterion still holds, but the level may split with fractional powers of $\lambda$, as in the two-by-two example below.

## Derivation of the secular equations

**Solvability.** Write $A=H_0-E_0$. A system $Ax=b$ has a solution if and only if $w\cdot b=0$ for every row $w$ with $wA=0$. If $Ax=b$, then $w\cdot b=(wA)\cdot x=0$. Conversely, if $b$ is not in the range of $A$, some linear functional vanishes on the range but not at $b$. Every functional has the form $x\mapsto w\cdot x$, and vanishing on the range means $(wA)\cdot x=0$ for all $x$, so $wA=0$ while $w\cdot b\neq0$.

**The first-order equation.** It can be rearranged as

$$(H_0-E_0)\psi_1=-(V-E_1)\psi_0 ,$$

so it is solvable if and only if $w\cdot(V-E_1)\psi_0=0$ for all $w$ in the left kernel. This expression is linear in $w$, so it is enough to test $w=l_i$. Inserting $\psi_0=\sum_j c_jr_j$ gives the secular equations.

**The determinant.** The ranks of $A$ and $A^T$ agree, so by rank plus nullity the two kernels have equal dimension. Both bases can then carry the same labels, and $M_{ij}=l_i\cdot Vr_j-E_1\,l_i\cdot r_j$ is a square matrix. Any admissible $\psi_0$ lies in the right kernel, and it is nonzero exactly when its coefficient vector $c$ is. Hence a nonzero $\psi_0$ with energy $E_1$ exists if and only if $Mc=0$ has a nonzero solution, that is, $\det M=0$.

**Hermitian $H_0$.** Let $E_0$ be real and the $r_j$ orthonormal. Taking the adjoint of $(H_0-E_0)r_i=0$ gives $r_i^\dagger(H_0-E_0)=0$, and the same step works backwards. The rows $r_i^\dagger$ therefore form a basis of the left kernel. With $l_i=r_i^\dagger$ we have $l_i\cdot r_j=\delta_{ij}$, and the condition becomes $Wc=E_1c$ with $W_{ij}=\langle r_i,Vr_j\rangle$.

## A level of dimension one

With a single $l$ and a single $r$, a nonzero $\psi_0$ requires $l\cdot Vr=E_1\,l\cdot r$. If $l\cdot r\neq0$, then $E_1=(l\cdot Vr)/(l\cdot r)$, which for Hermitian $H_0$ is the usual expectation value $\langle r,Vr\rangle/\langle r,r\rangle$.

If $l\cdot r=0$, the condition no longer fixes $E_1$. Take

$$H_0=\begin{pmatrix}0&1\\0&0\end{pmatrix},\qquad V=\begin{pmatrix}0&0\\1&0\end{pmatrix},\qquad E_0=0 .$$

Number the components 0 and 1. The zeroth-order equation gives $(\psi_0)_1=0$. Component 1 of the first-order equation reads $(\psi_0)_0=E_1(\psi_0)_1=0$. So $\psi_0=0$, whatever $E_1$ is. The eigenvalues of $H_0+\lambda V$ are $\pm\sqrt\lambda$, which have no expansion in integer powers of $\lambda$.

## The statements in Lean

Rows and columns both have type `n → ℂ`, with `n` a finite index type. The products are `*ᵥ` (matrix times column), `ᵥ*` (row times matrix) and `⬝ᵥ` (the unconjugated product above). In the theorem statements, conjugation appears only in `star` and in the hypothesis `IsHermitian`.

`AdmitsFirstOrder H0 V E0 E1 ψ0` is the pair of equations, with `ψ1` existentially quantified. It allows `ψ0 = 0`, which is why the determinant theorem asks for `ψ0 ≠ 0` separately.

In `admits_iff_secular`, the hypotheses `l` and `r` are bases of the submodules `leftKernel H0 E0` and `rightKernel H0 E0`, and `(r j : n → ℂ)` is a basis element read as an ordinary vector. The label types `ι` and `κ` may differ; `secular_determinant` uses one type for both. No hypothesis says that $E_0$ is an eigenvalue. If it is not, both bases are empty, the only $\psi_0$ is zero, and the empty determinant is 1, in agreement with the criterion.

In `hermitian_level`, `E0` is real and `orth` states orthonormality. `V` is still arbitrary, so `E1` remains complex.

The step left to the physics is from the first-order equation to a perturbed eigenstate: a $\psi_0$ that admits a first-order correction need not be the limit of eigenvectors of $H_0+\lambda V$ as $\lambda\to0$. For example, when several independent $\psi_0$ share the same $E_1$, higher orders may select among them.

```lean
import Mathlib

open Matrix

namespace DegenerateFirstOrder

variable {n ι κ : Type*} [Fintype n] [DecidableEq n]

/-- The right kernel of `H0 - E0`: column vectors `ψ` with `(H0 - E0) ψ = 0`. -/
def rightKernel (H0 : Matrix n n ℂ) (E0 : ℂ) : Submodule ℂ (n → ℂ) :=
  LinearMap.ker (H0 - E0 • (1 : Matrix n n ℂ)).mulVecLin

/-- The left kernel of `H0 - E0`: row vectors `w` with `w (H0 - E0) = 0`. -/
def leftKernel (H0 : Matrix n n ℂ) (E0 : ℂ) : Submodule ℂ (n → ℂ) :=
  LinearMap.ker (H0 - E0 • (1 : Matrix n n ℂ)).vecMulLinear

/-- `ψ0` solves the zeroth-order equation with energy `E0`, and some `ψ1` solves the
first-order equation `H0 ψ1 + V ψ0 = E0 ψ1 + E1 ψ0`. -/
def AdmitsFirstOrder (H0 V : Matrix n n ℂ) (E0 E1 : ℂ) (ψ0 : n → ℂ) : Prop :=
  H0 *ᵥ ψ0 = E0 • ψ0 ∧ ∃ ψ1 : n → ℂ, H0 *ᵥ ψ1 + V *ᵥ ψ0 = E0 • ψ1 + E1 • ψ0

omit [DecidableEq n] in
/-- A square linear system `A x = b` is solvable exactly when every left null vector of `A`
annihilates `b`. -/
theorem solvable_iff (A : Matrix n n ℂ) (b : n → ℂ) :
    (∃ x, A *ᵥ x = b) ↔ ∀ w : n → ℂ, w ᵥ* A = 0 → w ⬝ᵥ b = 0 := by
  classical
  constructor
  · rintro ⟨x, rfl⟩ w hw
    rw [Matrix.dotProduct_mulVec, hw, zero_dotProduct]
  · intro h
    have hb : b ∈ LinearMap.range A.mulVecLin := by
      rw [← Subspace.forall_mem_dualAnnihilator_apply_eq_zero_iff]
      intro φ hφ
      -- write the functional `φ` as a row vector `w`
      let w : n → ℂ := fun i => φ (fun j => if i = j then 1 else 0)
      have hw : ∀ x, φ x = w ⬝ᵥ x := by
        intro x
        rw [LinearMap.pi_apply_eq_sum_univ φ x]
        exact Finset.sum_congr rfl fun i _ => mul_comm _ _
      rw [hw]
      apply h
      funext j
      have h1 : (w ᵥ* A) ⬝ᵥ Pi.single j 1 = 0 := by
        rw [← Matrix.dotProduct_mulVec, ← hw]
        exact (Submodule.mem_dualAnnihilator φ).1 hφ _ ⟨Pi.single j 1, rfl⟩
      rwa [dotProduct_single, mul_one] at h1
    obtain ⟨x, hx⟩ := hb
    exact ⟨x, hx⟩

/-- The right kernel of `H0 - E0` consists of the solutions of `H0 ψ = E0 ψ`. -/
theorem mem_rightKernel (H0 : Matrix n n ℂ) (E0 : ℂ) (ψ : n → ℂ) :
    ψ ∈ rightKernel H0 E0 ↔ H0 *ᵥ ψ = E0 • ψ := by
  rw [rightKernel, LinearMap.mem_ker, Matrix.mulVecLin_apply, Matrix.sub_mulVec,
    Matrix.smul_mulVec, Matrix.one_mulVec, sub_eq_zero]

/-- The left and right kernels of `H0 - E0` have the same dimension. -/
theorem finrank_leftKernel (H0 : Matrix n n ℂ) (E0 : ℂ) :
    Module.finrank ℂ (leftKernel H0 E0) = Module.finrank ℂ (rightKernel H0 E0) := by
  let A := H0 - E0 • (1 : Matrix n n ℂ)
  have hl : leftKernel H0 E0 = LinearMap.ker Aᵀ.mulVecLin := by
    ext w
    simp [leftKernel, A]
  -- rank plus nullity, for `A` and for its transpose
  have h1 := LinearMap.finrank_range_add_finrank_ker A.mulVecLin
  have h2 := LinearMap.finrank_range_add_finrank_ker Aᵀ.mulVecLin
  have h3 : Module.finrank ℂ (LinearMap.range Aᵀ.mulVecLin)
      = Module.finrank ℂ (LinearMap.range A.mulVecLin) := Matrix.rank_transpose A
  rw [hl]
  change _ = Module.finrank ℂ (LinearMap.ker A.mulVecLin)
  omega

/-- A solution `ψ0` of `H0 ψ0 = E0 ψ0` admits a first-order correction with energy `E1`
exactly when every vector of the left kernel annihilates `(V - E1) ψ0`. -/
theorem admits_iff_leftKernel (H0 V : Matrix n n ℂ) (E0 E1 : ℂ) (ψ0 : n → ℂ)
    (h0 : H0 *ᵥ ψ0 = E0 • ψ0) :
    AdmitsFirstOrder H0 V E0 E1 ψ0 ↔
      ∀ w ∈ leftKernel H0 E0, w ⬝ᵥ (V *ᵥ ψ0 - E1 • ψ0) = 0 := by
  have hs := solvable_iff (H0 - E0 • (1 : Matrix n n ℂ)) (-(V *ᵥ ψ0 - E1 • ψ0))
  simp only [dotProduct_neg, neg_eq_zero] at hs
  refine Iff.trans ?_ hs
  rw [AdmitsFirstOrder, and_iff_right h0]
  refine exists_congr fun x => ?_
  rw [Matrix.sub_mulVec, Matrix.smul_mulVec, Matrix.one_mulVec]
  constructor <;> intro h
  · linear_combination (norm := module) h
  · linear_combination (norm := module) h

omit [DecidableEq n] in
/-- The projection of `(V - E1) ψ0` on a row vector `w`, expanded for `ψ0 = ∑ c_j r_j`. -/
theorem projection_expand [Fintype κ] (V : Matrix n n ℂ) (E1 : ℂ) (w : n → ℂ)
    (r : κ → n → ℂ) (c : κ → ℂ) :
    w ⬝ᵥ (V *ᵥ (∑ j, c j • r j) - E1 • ∑ j, c j • r j)
      = ∑ j, (w ⬝ᵥ V *ᵥ r j - E1 * (w ⬝ᵥ r j)) * c j := by
  have hd : ∀ f : κ → n → ℂ, w ⬝ᵥ (∑ j, f j) = ∑ j, w ⬝ᵥ f j := by
    intro f
    simp only [dotProduct, Finset.sum_apply, Finset.mul_sum]
    exact Finset.sum_comm
  have hV : V *ᵥ (∑ j, c j • r j) = ∑ j, c j • V *ᵥ r j := by
    rw [← Matrix.mulVecLin_apply, map_sum]
    simp
  rw [dotProduct_sub, hV, dotProduct_smul, hd, hd, smul_eq_mul, Finset.mul_sum,
    ← Finset.sum_sub_distrib]
  refine Finset.sum_congr rfl fun j _ => ?_
  rw [dotProduct_smul, dotProduct_smul, smul_eq_mul, smul_eq_mul]
  ring

/-- Let `l` and `r` be bases of the left and right kernels of `H0 - E0`. Then `∑ c_j r_j`
admits a first-order correction with energy `E1` exactly when
`∑_j (l_i V r_j - E1 l_i r_j) c_j = 0` for every `i`. -/
theorem admits_iff_secular [Fintype κ] {H0 : Matrix n n ℂ} {E0 : ℂ} (V : Matrix n n ℂ) (E1 : ℂ)
    (l : Module.Basis ι ℂ (leftKernel H0 E0)) (r : Module.Basis κ ℂ (rightKernel H0 E0))
    (c : κ → ℂ) :
    AdmitsFirstOrder H0 V E0 E1 (∑ j, c j • (r j : n → ℂ)) ↔
      ∀ i, ∑ j, ((l i : n → ℂ) ⬝ᵥ V *ᵥ (r j : n → ℂ)
        - E1 * ((l i : n → ℂ) ⬝ᵥ (r j : n → ℂ))) * c j = 0 := by
  have h0 := (mem_rightKernel H0 E0 _).1
    (Submodule.sum_mem _ fun j (_ : j ∈ Finset.univ) =>
      Submodule.smul_mem _ (c j) (r j).2)
  rw [admits_iff_leftKernel H0 V E0 E1 _ h0]
  simp only [← projection_expand V E1 _ (fun j => (r j : n → ℂ)) c]
  refine ⟨fun h i => h _ (l i).2, fun h w hw => ?_⟩
  -- a functional that vanishes on the basis `l` vanishes on the left kernel
  let f : leftKernel H0 E0 →ₗ[ℂ] ℂ :=
    { toFun := fun w => (w : n → ℂ) ⬝ᵥ
        (V *ᵥ (∑ j, c j • (r j : n → ℂ)) - E1 • ∑ j, c j • (r j : n → ℂ))
      map_add' := fun x y => add_dotProduct _ _ _
      map_smul' := fun a x => smul_dotProduct _ _ _ }
  have hf : f = 0 := l.ext fun i => h i
  exact LinearMap.congr_fun hf ⟨w, hw⟩

/-- With bases `l`, `r` of the two kernels labelled by the same finite set, some nonzero `ψ0`
admits a first-order correction with energy `E1` exactly when
`det (l_i V r_j - E1 l_i r_j) = 0`. -/
theorem secular_determinant [Fintype ι] [DecidableEq ι] {H0 : Matrix n n ℂ} {E0 : ℂ}
    (V : Matrix n n ℂ) (E1 : ℂ) (l : Module.Basis ι ℂ (leftKernel H0 E0))
    (r : Module.Basis ι ℂ (rightKernel H0 E0)) :
    (∃ ψ0 : n → ℂ, ψ0 ≠ 0 ∧ AdmitsFirstOrder H0 V E0 E1 ψ0) ↔
      (Matrix.of fun i j => (l i : n → ℂ) ⬝ᵥ V *ᵥ (r j : n → ℂ)
        - E1 * ((l i : n → ℂ) ⬝ᵥ (r j : n → ℂ))).det = 0 := by
  rw [← Matrix.exists_mulVec_eq_zero_iff]
  have key := fun c => (admits_iff_secular V E1 l r c).trans funext_iff.symm
  have coe : ∀ c : ι → ℂ, ((r.equivFun.symm c : rightKernel H0 E0) : n → ℂ)
      = ∑ j, c j • (r j : n → ℂ) := by
    intro c
    simp [Module.Basis.equivFun_symm_apply]
  constructor
  · rintro ⟨ψ, hψ, h⟩
    -- the coordinates of `ψ` in the basis `r` solve the secular equations
    obtain ⟨c, hc⟩ := r.equivFun.symm.surjective ⟨ψ, (mem_rightKernel H0 E0 ψ).2 h.1⟩
    have hx : ∑ j, c j • (r j : n → ℂ) = ψ := by rw [← coe, hc]
    refine ⟨c, fun h0 => hψ ?_, (key c).1 (by rwa [hx])⟩
    rw [← hx, h0]
    simp
  · rintro ⟨c, hc, h⟩
    refine ⟨_, fun h0 => hc ?_, (key c).2 h⟩
    have hz : r.equivFun.symm c = 0 := Subtype.ext (by rw [coe, h0]; rfl)
    exact r.equivFun.symm.map_eq_zero_iff.1 hz

/-- For Hermitian `H0`, real `E0` and an orthonormal basis `r` of the level, `∑ c_j r_j` admits
a first-order correction with energy `E1` exactly when `W c = E1 c`, where
`W_ij = ⟨r_i, V r_j⟩`. -/
theorem hermitian_level [Fintype κ] [DecidableEq κ] {H0 : Matrix n n ℂ} {E0 : ℝ}
    (hH : H0.IsHermitian) (V : Matrix n n ℂ) (E1 : ℂ)
    (r : Module.Basis κ ℂ (rightKernel H0 (E0 : ℂ)))
    (orth : ∀ i j, star (r i : n → ℂ) ⬝ᵥ (r j : n → ℂ) = if i = j then 1 else 0)
    (c : κ → ℂ) :
    AdmitsFirstOrder H0 V E0 E1 (∑ j, c j • (r j : n → ℂ)) ↔
      (Matrix.of fun i j => star (r i : n → ℂ) ⬝ᵥ V *ᵥ (r j : n → ℂ)) *ᵥ c = E1 • c := by
  have hA : (H0 - (E0 : ℂ) • (1 : Matrix n n ℂ))ᴴ = H0 - (E0 : ℂ) • (1 : Matrix n n ℂ) := by
    simp [Matrix.conjTranspose_sub, Matrix.conjTranspose_smul, hH.eq]
  have h0 := (mem_rightKernel H0 E0 _).1
    (Submodule.sum_mem _ fun j (_ : j ∈ Finset.univ) =>
      Submodule.smul_mem _ (c j) (r j).2)
  rw [admits_iff_leftKernel H0 V E0 E1 _ h0]
  have entry := fun i => projection_expand V E1 (star (r i : n → ℂ))
    (fun j => (r j : n → ℂ)) c
  simp only [orth, sub_mul, Finset.sum_sub_distrib, mul_ite, mul_one, mul_zero, ite_mul,
    zero_mul, Finset.sum_ite_eq, Finset.mem_univ, if_true] at entry
  generalize V *ᵥ (∑ j, c j • (r j : n → ℂ)) - E1 • ∑ j, c j • (r j : n → ℂ) = b at entry ⊢
  constructor
  · intro h
    funext i
    -- the conjugate of a right null vector is a left null vector
    have hi : star (r i : n → ℂ) ∈ leftKernel H0 (E0 : ℂ) := by
      have h1 : (H0 - (E0 : ℂ) • (1 : Matrix n n ℂ)) *ᵥ (r i : n → ℂ) = 0 := (r i).2
      have h2 := congrArg star h1
      rw [Matrix.star_mulVec, hA, star_zero] at h2
      exact h2
    exact sub_eq_zero.1 ((entry i).symm.trans (h _ hi))
  · intro h w hw
    have hb : ∀ v : n → ℂ, star b ⬝ᵥ v = star (star v ⬝ᵥ b) := by
      intro v
      simp [dotProduct, mul_comm]
    let f : rightKernel H0 (E0 : ℂ) →ₗ[ℂ] ℂ :=
      { toFun := fun v => star b ⬝ᵥ (v : n → ℂ)
        map_add' := fun x y => dotProduct_add _ _ _
        map_smul' := fun a x => dotProduct_smul _ _ _ }
    have hf : f = 0 := r.ext fun i => by
      change star b ⬝ᵥ (r i : n → ℂ) = 0
      rw [hb, (entry i).trans (sub_eq_zero.2 (congrFun h i)), star_zero]
    have hw' : star w ∈ rightKernel H0 (E0 : ℂ) := by
      have h1 : w ᵥ* (H0 - (E0 : ℂ) • (1 : Matrix n n ℂ)) = 0 := hw
      have h2 := congrArg star h1
      rw [Matrix.star_vecMul, hA, star_zero] at h2
      exact h2
    have h3 : star b ⬝ᵥ star w = 0 := LinearMap.congr_fun hf ⟨star w, hw'⟩
    rw [hb, star_star] at h3
    exact star_eq_zero.1 h3

/-- For the Jordan block `H0 = !![0, 1; 0, 0]` with `E0 = 0` and `V = !![0, 0; 1, 0]`, no
nonzero `ψ0` admits a first-order correction, whatever the value of `E1`. -/
theorem jordan_block_no_first_order (E1 : ℂ) (ψ0 : Fin 2 → ℂ) (hψ : ψ0 ≠ 0) :
    ¬ AdmitsFirstOrder !![0, 1; 0, 0] !![0, 0; 1, 0] 0 E1 ψ0 := by
  rintro ⟨h0, ψ1, h1⟩
  have a : ψ0 1 = 0 := by
    simpa [Matrix.mulVec, dotProduct, Fin.sum_univ_succ] using congrFun h0 0
  have b : ψ0 0 = 0 := by
    simpa [Matrix.mulVec, dotProduct, Fin.sum_univ_succ, a] using congrFun h1 1
  apply hψ
  funext i
  fin_cases i
  · exact b
  · exact a

end DegenerateFirstOrder
```

```lean
#print axioms DegenerateFirstOrder.finrank_leftKernel
-- 'DegenerateFirstOrder.finrank_leftKernel' depends on axioms: [propext, Classical.choice, Quot.sound]
#print axioms DegenerateFirstOrder.secular_determinant
-- 'DegenerateFirstOrder.secular_determinant' depends on axioms: [propext, Classical.choice, Quot.sound]
#print axioms DegenerateFirstOrder.hermitian_level
-- 'DegenerateFirstOrder.hermitian_level' depends on axioms: [propext, Classical.choice, Quot.sound]
#print axioms DegenerateFirstOrder.jordan_block_no_first_order
-- 'DegenerateFirstOrder.jordan_block_no_first_order' depends on axioms: [propext, Classical.choice, Quot.sound]
```

## From duality to the determinant in the proof

`solvable_iff` is the solvability argument. Its harder direction uses the fact that `b` lies in a subspace if every functional vanishing on the subspace also vanishes at `b`. The row `w` is built from the values of `φ` on the unit vectors, and pairing `w ᵥ* A` with `Pi.single j 1` shows that each of its components is zero.

`admits_iff_leftKernel` applies this to $H_0-E_0$ and the right-hand side $-(V-E_1)\psi_0$. The sign disappears under `neg_eq_zero`, and the two `linear_combination` steps move terms between the two forms of the first-order equation.

`projection_expand` is the expansion in the $c_j$. In `admits_iff_secular`, `mem_rightKernel` first supplies the zeroth-order equation for $\sum_j c_jr_j$. One direction then evaluates the condition at `l i`. The other packages $w\mapsto w\cdot(V-E_1)\psi_0$ as a linear map `f`, and `l.ext` shows that it is zero because it vanishes on the basis.

`finrank_leftKernel` writes the left kernel as the kernel of the transpose and combines two rank-nullity equations with `Matrix.rank_transpose`. `secular_determinant` passes between $\psi_0$ and its coordinates through `r.equivFun` and uses `Matrix.exists_mulVec_eq_zero_iff` for the link between a nonzero null vector and a zero determinant.

`hermitian_level` starts from `admits_iff_leftKernel` and does not construct the conjugated basis. With $b=(V-E_1)\psi_0$, the equation $Wc=E_1c$ says that $r_i^\dagger b=0$ for all $i$. The linear map $v\mapsto b^\dagger v$ then vanishes on the basis `r`, hence on the whole level. Since the conjugate of any left null vector lies in the level, conjugating once more gives $w\cdot b=0$.

`jordan_block_no_first_order` reads off the two components `a` and `b` in the order used above.
